# At constant scattering rate G, free flights drawn from equally likely random numbers 1/M, 2/M, …, 1 have a mean strictly below 1/G

## Does a missing tail make my flights too short?

Let \(G>0\) be a constant total scattering rate, and let \(\log\) be the natural logarithm. My Monte Carlo code draws a random number \(r\) and lets the carrier fly freely for a time \(t=-\log(r)/G\). The generator has \(M\ge 1\) levels, so \(r\) takes the values \(1/M, 2/M,\dots,1\), each with probability \(1/M\).

With \(r\) continuous and uniform on \((0,1]\), the flights would be exponentially distributed with mean \(1/G\) and no upper limit. Mine can't be longer than the one that belongs to \(r=1/M\). Is the mean flight time therefore wrong, or does the rest of the grid make up for the lost tail? If it is wrong, how large must \(M\) be before I can ignore it?

## The mean is too low, by at most (1 + log M)/(MG)

The rest of the grid does not make up for the tail. Rounding a continuous uniform \(r\) up to a multiple of \(1/M\) gives exactly the distribution of these draws, and it never lengthens a flight, so the rest of the grid can only add to the loss. Number the draws by \(k=0,\dots,M-1\), and write

\[
r_k=\frac{k+1}{M},\qquad t_k=-\frac{\log r_k}{G},\qquad \langle t\rangle_M=\frac1M\sum_{k=0}^{M-1}t_k .
\]

Then, for every \(M\ge1\),

\[
t_k\le\frac{\log M}{G},\qquad 1-\frac{1+\log M}{M}\;\le\; G\langle t\rangle_M\;<\;1 .
\]

For \(M=2^{16}\) the longest flight is about \(11.1/G\), and the mean falls short of \(1/G\) by less than 0.019 percent. At the other extreme, \(M=1\) allows only \(r=1\): every flight has length zero, and the lower bound is an equality.

### From a sum of logarithms to the two bounds

Since \(Gt_k=\log M-\log(k+1)\) and \(\log(k+1)\ge0\), no flight exceeds \(\log(M)/G\), and \(k=0\) attains this value. Averaging over \(k\) gives the exact formula

\[
G\langle t\rangle_M=\log M-\frac{\log M!}{M}.
\]

What remains is to bound \(\log M!\). Put \(z=y/x\) in \(\log z\le z-1\) and multiply by \(x\). For positive \(x,y\) this gives the tangent inequality

\[
x(\log y-\log x)\le y-x .
\]

It yields, by induction on \(n\ge1\),

\[
n\log n-n<\log n!\le(n+1)\log n-n+1 .
\]

At \(n=1\) this reads \(-1<0\le0\). For the step, use \(\log(n+1)!=\log(n+1)+\log n!\).

- **Lower bound.** We need \(n\log(n+1)-n-1<\log n!\). The tangent inequality with \(x=n\), \(y=n+1\) gives \(n\log(n+1)-1\le n\log n\), so the left side is at most \(n\log n-n\), which is below \(\log n!\) by the induction hypothesis.
- **Upper bound.** We need \(\log n!\le(n+1)\log(n+1)-n\). The tangent inequality with \(x=n+1\), \(y=n\) gives \((n+1)\log n+1\le(n+1)\log(n+1)\), and the induction hypothesis does the rest.

Set \(n=M\) and divide by \(M\):

\[
\log M-1<\frac{\log M!}{M}\le\log M-1+\frac{1+\log M}{M}.
\]

Subtracting from \(\log M\) gives both bounds on the mean.

### One more level always lengthens the mean flight

Put the difference of consecutive means over a common denominator:

\[
G\bigl(\langle t\rangle_{M+1}-\langle t\rangle_M\bigr)=\frac{D_M}{M(M+1)},\quad
D_M=M^2\log(M+1)-M(M+1)\log M+\log M! .
\]

Here \(D_1=\log2>0\), and collecting terms gives

\[
D_{n+1}-D_n=(n+1)\bigl[(n+1)\log(n+2)-(2n+1)\log(n+1)+n\log n\bigr].
\]

The bracket is nonnegative because, for \(x>0\), \((1+1/x)^x\) does not decrease from \(x\) to \(x+1\). To see this, apply the tangent inequality to the pairs \(x(x+2),\,(x+1)^2\) and \(x+2,\,x+1\):

\[
x(x+2)\bigl[2\log(x+1)-\log x-\log(x+2)\bigr]\le1,
\]
\[
(x+2)\bigl[\log(x+1)-\log(x+2)\bigr]\le-1 .
\]

Add the two and divide by \(x+2\). The result is \((2x+1)\log(x+1)\le(x+1)\log(x+2)+x\log x\), which is the claim at \(x=n\). So \(D_M>0\) for all \(M\ge1\), and the mean strictly increases with \(M\).

Finally, \((1+\log M)/M\to0\), so the two bounds squeeze \(G\langle t\rangle_M\) to \(1\).

### What the Lean theorems say about the generator

`flightTime G r` is the sampling rule, `draw M k` is \(r_k\), and `meanFlight G M` is \(\langle t\rangle_M\). The uniform distribution enters as equal weights in a finite sum, without a probability space. The rate `G` is a real number and `M` a natural number, with `0 < G` and `1 ≤ M` as hypotheses.

- `coarse_random_numbers_shorten_flights` states the bound on every flight and the two bounds on the mean.
- `longest_flight` says through `IsGreatest` that \(\log(M)/G\) is attained as well as being an upper bound.
- `mean_lt_mean_succ` is the strict increase from `M` to `M + 1`.
- `mean_tendsto` is the limit \(G\langle t\rangle_M\to1\).

For a simulation with constant total rate, such as one in which self-scattering makes the rate constant, and with exactly this grid of equally likely numbers, the result bounds the systematic error in the mean time between scattering events, with self-scattering events counted among them. It does not treat an energy-dependent total rate, a grid placed differently, correlations between successive draws, floating-point rounding, or the effect on a mobility or drift velocity.

```lean
import Mathlib

open Filter Topology

namespace CoarseFreeFlights

noncomputable section

/-- The free-flight time `-log(r)/G` assigned to a random number `r > 0` at total
scattering rate `G > 0`. -/
def flightTime (G r : ℝ) : ℝ := -Real.log r / G

/-- The random numbers `1/M, 2/M, ..., 1` of a generator with `M ≥ 1` levels, listed by
`k = 0, ..., M - 1`. -/
def draw (M k : ℕ) : ℝ := ((k : ℝ) + 1) / M

/-- The mean flight time at rate `G > 0` when the `M ≥ 1` random numbers are equally likely. -/
def meanFlight (G : ℝ) (M : ℕ) : ℝ :=
  (∑ k ∈ Finset.range M, flightTime G (draw M k)) / M

/-- The logarithm lies below its tangents: `x (log y - log x) ≤ y - x` for positive `x`, `y`. -/
theorem log_tangent {x y : ℝ} (hx : 0 < x) (hy : 0 < y) :
    x * (Real.log y - Real.log x) ≤ y - x := by
  have h := Real.log_le_sub_one_of_pos (div_pos hy hx)
  rw [Real.log_div hy.ne' hx.ne'] at h
  calc x * (Real.log y - Real.log x) ≤ x * (y / x - 1) :=
        mul_le_mul_of_nonneg_left h hx.le
    _ = y - x := by field_simp

private lemma log_factorial_succ (n : ℕ) :
    Real.log ((n + 1).factorial : ℝ) = Real.log ((n : ℝ) + 1) + Real.log (n.factorial : ℝ) := by
  have h1 : (n : ℝ) + 1 ≠ 0 := by positivity
  have h2 : (n.factorial : ℝ) ≠ 0 := Nat.cast_ne_zero.mpr n.factorial_ne_zero
  rw [Nat.factorial_succ, Nat.cast_mul, Nat.cast_add, Nat.cast_one, Real.log_mul h1 h2]

private lemma sum_log (n : ℕ) :
    ∑ k ∈ Finset.range n, Real.log ((k : ℝ) + 1) = Real.log (n.factorial : ℝ) := by
  induction n with
  | zero => simp
  | succ n ih => rw [Finset.sum_range_succ, ih, log_factorial_succ, add_comm]

/-- For `n ≥ 1`, `log n!` lies strictly above `n log n - n` and at or below
`(n + 1) log n - n + 1`. -/
theorem log_factorial_bounds {n : ℕ} (hn : 1 ≤ n) :
    (n : ℝ) * Real.log n - n < Real.log (n.factorial : ℝ) ∧
      Real.log (n.factorial : ℝ) ≤ ((n : ℝ) + 1) * Real.log n - n + 1 := by
  induction n, hn using Nat.le_induction with
  | base =>
    rw [Nat.factorial_one, Nat.cast_one, Real.log_one]
    constructor <;> norm_num
  | succ n hn ih =>
    have hp : (0 : ℝ) < n := by exact_mod_cast hn
    have hq : (0 : ℝ) < (n : ℝ) + 1 := by positivity
    -- tangents at n and at n + 1 control the increment of the logarithm
    have h1 := log_tangent hp hq
    have h2 := log_tangent hq hp
    rw [log_factorial_succ]
    push_cast
    constructor
    · nlinarith [ih.1]
    · nlinarith [ih.2]

/-- For `G > 0` and `M ≥ 1`, the mean flight time in units of `1/G` is exactly
`log M - log(M!)/M`. -/
theorem mean_formula {G : ℝ} (hG : 0 < G) {M : ℕ} (hM : 1 ≤ M) :
    G * meanFlight G M = Real.log M - Real.log (M.factorial : ℝ) / M := by
  have hp : (0 : ℝ) < M := by exact_mod_cast hM
  have h : ∀ k ∈ Finset.range M,
      flightTime G (draw M k) = (Real.log M - Real.log ((k : ℝ) + 1)) / G := by
    intro k _
    have hk : (k : ℝ) + 1 ≠ 0 := by positivity
    unfold flightTime draw
    rw [Real.log_div hk hp.ne']
    ring
  unfold meanFlight
  rw [Finset.sum_congr rfl h, ← Finset.sum_div, Finset.sum_sub_distrib, sum_log,
    Finset.sum_const, Finset.card_range, nsmul_eq_mul]
  field_simp

/-- For `G > 0` and `M ≥ 1`, the longest flight that the generator can produce is
`log(M)/G`. -/
theorem longest_flight {G : ℝ} (hG : 0 < G) {M : ℕ} (hM : 1 ≤ M) :
    IsGreatest {t : ℝ | ∃ k < M, t = flightTime G (draw M k)} (Real.log M / G) := by
  have hp : (0 : ℝ) < M := by exact_mod_cast hM
  constructor
  · exact ⟨0, hM, by simp [flightTime, draw]⟩
  · rintro t ⟨k, _, rfl⟩
    have hk : (0 : ℝ) < (k : ℝ) + 1 := by positivity
    have hlog : 0 ≤ Real.log ((k : ℝ) + 1) :=
      Real.log_nonneg (by linarith [Nat.cast_nonneg (α := ℝ) k])
    unfold flightTime draw
    rw [Real.log_div hk.ne' hp.ne']
    exact div_le_div_of_nonneg_right (by linarith) hG.le

/-- With `M ≥ 1` equally likely random numbers `1/M, ..., 1` and `G > 0`, no flight exceeds
`log(M)/G`, and `G` times the mean flight time lies strictly below `1` and at or above
`1 - (1 + log M)/M`. -/
theorem coarse_random_numbers_shorten_flights {G : ℝ} (hG : 0 < G) {M : ℕ} (hM : 1 ≤ M) :
    (∀ k < M, flightTime G (draw M k) ≤ Real.log M / G) ∧
      G * meanFlight G M < 1 ∧
      1 - (1 + Real.log M) / M ≤ G * meanFlight G M := by
  have hp : (0 : ℝ) < M := by exact_mod_cast hM
  obtain ⟨hlo, hhi⟩ := log_factorial_bounds hM
  refine ⟨fun k hk => (longest_flight hG hM).2 ⟨k, hk, rfl⟩, ?_, ?_⟩
  · rw [mean_formula hG hM]
    have h : Real.log M - 1 < Real.log (M.factorial : ℝ) / M := by
      rw [lt_div_iff₀ hp]
      linarith
    linarith
  · rw [mean_formula hG hM]
    have h : Real.log (M.factorial : ℝ) / M - (1 + Real.log M) / M ≤ Real.log M - 1 := by
      rw [← sub_div, div_le_iff₀ hp]
      linarith
    linarith

/-- For `x > 0`, `(1 + 1/x)^x` does not decrease from `x` to `x + 1`, in logarithmic form. -/
private lemma log_growth {x : ℝ} (hx : 0 < x) :
    (2 * x + 1) * Real.log (x + 1) ≤ (x + 1) * Real.log (x + 1 + 1) + x * Real.log x := by
  have h1 : 0 < x + 1 := by linarith
  have h2 : 0 < x + 1 + 1 := by linarith
  have ha := log_tangent (mul_pos hx h2) (mul_pos h1 h1)
  rw [Real.log_mul h1.ne' h1.ne', Real.log_mul hx.ne' h2.ne'] at ha
  have hb := log_tangent h2 h1
  refine le_of_mul_le_mul_left ?_ h2
  nlinarith [ha, hb]

private lemma refinement_gain {n : ℕ} (hn : 1 ≤ n) :
    0 < (n : ℝ) ^ 2 * Real.log ((n : ℝ) + 1) - (n : ℝ) * ((n : ℝ) + 1) * Real.log n
      + Real.log (n.factorial : ℝ) := by
  induction n, hn using Nat.le_induction with
  | base =>
    have h : 0 < Real.log ((1 : ℝ) + 1) := Real.log_pos (by norm_num)
    rw [Nat.factorial_one, Nat.cast_one, Real.log_one]
    linarith
  | succ n hn ih =>
    have hp : (0 : ℝ) < n := by exact_mod_cast hn
    have hq : (0 : ℝ) ≤ (n : ℝ) + 1 := by positivity
    have h := mul_le_mul_of_nonneg_left (log_growth hp) hq
    rw [log_factorial_succ]
    push_cast
    nlinarith [h, ih]

/-- For `G > 0` and `M ≥ 1`, refining the generator from `M` to `M + 1` levels strictly
lengthens the mean flight. -/
theorem mean_lt_mean_succ {G : ℝ} (hG : 0 < G) {M : ℕ} (hM : 1 ≤ M) :
    meanFlight G M < meanFlight G (M + 1) := by
  have hp : (0 : ℝ) < M := by exact_mod_cast hM
  have hq : (0 : ℝ) < (M : ℝ) + 1 := by positivity
  refine lt_of_mul_lt_mul_left ?_ hG.le
  rw [mean_formula hG hM, mean_formula hG (Nat.le_add_left 1 M), log_factorial_succ]
  push_cast
  -- `G` times the difference of the two means, over a common denominator
  have key : (Real.log ((M : ℝ) + 1)
        - (Real.log ((M : ℝ) + 1) + Real.log (M.factorial : ℝ)) / ((M : ℝ) + 1))
      - (Real.log M - Real.log (M.factorial : ℝ) / M)
      = ((M : ℝ) ^ 2 * Real.log ((M : ℝ) + 1) - (M : ℝ) * ((M : ℝ) + 1) * Real.log M
        + Real.log (M.factorial : ℝ)) / ((M : ℝ) * ((M : ℝ) + 1)) := by
    field_simp
    ring
  have hpos := div_pos (refinement_gain hM) (mul_pos hp hq)
  linarith

/-- For `G > 0`, `G` times the mean flight time tends to `1` as the number of levels `M`
grows. -/
theorem mean_tendsto {G : ℝ} (hG : 0 < G) :
    Tendsto (fun M : ℕ => G * meanFlight G M) atTop (𝓝 1) := by
  have h1 : Tendsto (fun M : ℕ => Real.log (M : ℝ) / (M : ℝ)) atTop (𝓝 0) :=
    Real.isLittleO_log_id_atTop.tendsto_div_nhds_zero.comp tendsto_natCast_atTop_atTop
  have h2 : Tendsto (fun M : ℕ => 1 / (M : ℝ)) atTop (𝓝 0) :=
    tendsto_one_div_atTop_nhds_zero_nat
  have h : Tendsto (fun M : ℕ => (1 : ℝ) - (1 / (M : ℝ) + Real.log (M : ℝ) / (M : ℝ)))
      atTop (𝓝 (1 - (0 + 0))) := (h2.add h1).const_sub 1
  simp only [add_zero, sub_zero, ← add_div] at h
  -- squeeze between the lower bound and 1
  refine tendsto_of_tendsto_of_tendsto_of_le_of_le' h tendsto_const_nhds ?_ ?_
  · filter_upwards [eventually_ge_atTop 1] with M hM
    exact (coarse_random_numbers_shorten_flights hG hM).2.2
  · filter_upwards [eventually_ge_atTop 1] with M hM
    exact (coarse_random_numbers_shorten_flights hG hM).2.1.le

end

end CoarseFreeFlights
```

```lean
#print axioms CoarseFreeFlights.coarse_random_numbers_shorten_flights
#print axioms CoarseFreeFlights.mean_lt_mean_succ
#print axioms CoarseFreeFlights.mean_tendsto
```

```
'CoarseFreeFlights.coarse_random_numbers_shorten_flights' depends on axioms: [propext, Classical.choice, Quot.sound]
'CoarseFreeFlights.mean_lt_mean_succ' depends on axioms: [propext, Classical.choice, Quot.sound]
'CoarseFreeFlights.mean_tendsto' depends on axioms: [propext, Classical.choice, Quot.sound]
```

### Where each estimate sits in the code

`log_tangent` is the tangent inequality, obtained from Mathlib's `Real.log_le_sub_one_of_pos` by multiplying with `x`. `log_factorial_succ` splits off the last factor of the factorial, and `sum_log` turns the sum of logarithms into \(\log n!\).

`log_factorial_bounds` is the induction from \(n=1\). Its `h1` and `h2` are the two tangent inequalities for neighbouring integers, and each `nlinarith` call combines them with one half of the induction hypothesis.

`mean_formula` rewrites each flight as \((\log M-\log(k+1))/G\) and sums. In `longest_flight`, the witness `0` is the draw \(r_0=1/M\), and `hlog` supplies \(\log(k+1)\ge0\) for the upper bound. The main theorem takes its first part from there. For the other two it inserts `mean_formula` and divides the factorial bounds by \(M\), using `lt_div_iff₀` and `div_le_iff₀`.

`log_growth` adds the two tangent inequalities `ha` and `hb`, after `le_of_mul_le_mul_left` has reduced the goal to its multiple by \(x+2\). `refinement_gain` is the induction for \(D_n>0\), in which `h` is `log_growth` multiplied by \(n+1\). In `mean_lt_mean_succ`, the identity `key` is the common-denominator formula, and `div_pos` makes its right side positive.

`mean_tendsto` gets \(\log(M)/M\to0\) from `Real.isLittleO_log_id_atTop` and then squeezes. The bounds are needed only for large `M`, so `eventually_ge_atTop 1` provides the condition \(M\ge1\).
